# A matrix of finite order has an integer trace if its coprime powers share that trace

## Rounding a computed character

A program builds the matrix of a symmetry operation in a basis of orbitals or atomic displacements, and its trace comes out as 0.9999998. Before counting how often each irreducible representation occurs, one may want to round this character to 1. The rounding is justified if the exact character is known to be an integer and the numerical error is known to be less than one half.

Not every character is one: a fivefold rotation of the plane has trace $2\cos 72^\circ\approx 0.618$. A sufficient condition can be read off from the group alone. Let $g$ be an operation with $g^n=1$ for some $n>0$. If $g$ is conjugate to $g^k$ for every $k$ coprime to $n$, then its character is an integer in every finite-dimensional complex representation.

For $n=3,4,6$ it is enough that $g$ is conjugate to its inverse. This depends on the group as well as on the operation: a threefold rotation is conjugate to its inverse in $C_{3v}$, through a mirror plane, but not in $C_3$.

## The statements in words

The matrix theorem, `trace_integer`, concerns a complex square matrix `A` whose rows and columns are labelled by a finite set `ι`, the basis functions. Its hypotheses are:

- `hn` and `hA`: $n>0$ and $A^n=1$. The number $n$ need not be the smallest such exponent.
- `htr`: $\operatorname{tr}(A^k)=\operatorname{tr}A$ for every natural number $k$ coprime to $n$.

The conclusion `∃ m : ℤ, A.trace = m` says that the complex number $\operatorname{tr}A$ equals an ordinary integer.

In `character_integer` the symmetry group is `G`, which may be infinite, and the representation is a map `ρ : G →* Matrix ι ι ℂ` that respects products and sends the identity to the identity matrix. Unitarity is not required. The character of `g` is `(ρ g).trace`, and `IsConj g (g ^ k)` says that some group element carries `g` to `g ^ k` by conjugation.

The theorem `crystallographic_character_integer` assumes $g^n=1$ with $n$ equal to 3, 4 or 6, and `IsConj g g⁻¹`. Twofold operations and the identity are included, since they satisfy $g^4=1$ and are their own inverses. For half-integer spin, one takes `G` to be the double group. There a twofold rotation has order four and is no longer its own inverse, so its conjugacy to the inverse has to be checked. Fourfold and sixfold rotations have orders eight and twelve, and this last theorem doesn't apply to them.

The theorems speak of exact representation matrices. That a program's floating-point trace lies within less than one half of the exact character has to be established separately. In electronic structure work the result then supports the symmetry labelling of orbitals and levels, for finite basis sets and operations that meet the conjugacy condition.

## From eigenvalues to an integer trace

**The trace and its eigenvalues.** The trace is the sum of the eigenvalues, counted with algebraic multiplicity. If all eigenvalues lie in a subring $R$ of $\mathbb C$, so does the trace.

**The trace is an algebraic integer.** If $Av=zv$ with $v\neq0$, then $v=A^nv=z^nv$, so $z^n=1$. Thus $z$ is a root of the monic integer polynomial $x^n-1$, that is, an algebraic integer. These numbers form a ring, so $\operatorname{tr}A$ is one too.

**A full period.** Put $S=\sum_{k=0}^{n-1}A^k$. Then
$$(1-A)S=1-A^n=0,$$
so $AS=S$, hence $A^kS=S$ for all $k$, and summing over $k$ gives $S^2=nS$. An eigenvalue $z$ of $S$ therefore satisfies $z^2=nz$, so it is $0$ or $n$. It follows that $\operatorname{tr}S$ is an integer.

**The coprime exponents.** Define
$$C_n(A)=\sum_{\substack{0\le k<n\\ \gcd(n,k)=1}}\operatorname{tr}(A^k).$$
Sort the exponents of the full period by $d=\gcd(n,k)$. With $n=dm$, those in class $d$ are $k=dj$ with $0\le j<m$ and $\gcd(m,j)=1$, so the class contributes $C_m(A^d)$. Hence
$$C_n(A)=\operatorname{tr}S-\sum_{\substack{d\mid n\\ d>1}}C_{n/d}(A^d).$$
Since $(A^d)^{n/d}=1$ and $n/d<n$, strong induction on $n$ shows that every term on the right is an integer, and so is $C_n(A)$.

**Rational, hence integer.** By hypothesis all terms of $C_n(A)$ equal $\operatorname{tr}A$, so $C_n(A)=c\operatorname{tr}A$, where $c$ is the number of terms. The remainder of 1 modulo $n$ is always among the exponents, so $c>0$ and $\operatorname{tr}A$ is rational. Write it as $p/q$ in lowest terms with $q>0$. Being an algebraic integer, it satisfies
$$x^r+a_{r-1}x^{r-1}+\dots+a_0=0$$
with integer coefficients and $r\ge1$. Multiplication by $q^r$ shows that $q$ divides $p^r$, so $q=1$.

**Characters.** From $g^n=1$ follows $\rho(g)^n=1$. If $g^k=hgh^{-1}$, then
$$\operatorname{tr}\rho(g)^k=\operatorname{tr}\bigl(\rho(h)\rho(g)\rho(h)^{-1}\bigr)=\operatorname{tr}\rho(g),$$
and the matrix result applies. For $n=3,4,6$ the only remainders coprime to $n$ are $1$ and $n-1$, and $g^{n-1}=g^{-1}$. Conjugacy to the inverse therefore supplies the whole condition.

## Threefold and fivefold rotations in numbers

In a hexagonal lattice basis the threefold rotation and its square are
$$T=\begin{pmatrix}0&-1\\1&-1\end{pmatrix},\qquad T^2=\begin{pmatrix}-1&1\\-1&0\end{pmatrix}.$$
Both have trace $-1$. Here $1+T+T^2=0$, so the period sum has trace $0$. Removing the exponent $k=0$, which contributes $2$, leaves $C_3(T)=-2=2\operatorname{tr}T$.

For the fivefold rotation, the exponents $1,2,3,4$ give traces of about $0.618,-1.618,-1.618,0.618$. Their sum is the integer $-2$, but they are not all equal, so the final division is unavailable. In $C_{5v}$ this rotation is conjugate to its inverse, through a mirror plane, and its trace is still not an integer. Conjugacy to the inverse is therefore too weak at $n=5$. This fivefold example is a calculation by hand; the Lean example is the threefold rotation.

## The smallest periods

For $n=1$ the matrix is the identity and its trace is the dimension. For $n=2$ the coprime exponents are the odd numbers, and $A^k=A$ for each of them, so the trace condition holds automatically. The trace is then the number of eigenvalues $+1$ minus the number of eigenvalues $-1$, as for a reflection or an inversion.

## The complete Lean source

```lean
import Mathlib

open Matrix Finset

namespace IntegerCharacters

variable {ι : Type*} [Fintype ι] [DecidableEq ι]

/-- The ordinary integers, as a subring of the complex numbers. -/
abbrev integers : Subring ℂ := (Int.castRingHom ℂ).range

/-- If all eigenvalues of a complex matrix lie in a subring of the complex numbers,
so does its trace. -/
theorem trace_mem_of_eigenvalues_mem (M : Matrix ι ι ℂ) (S : Subring ℂ)
    (h : ∀ (z : ℂ) (v : ι → ℂ), v ≠ 0 → M *ᵥ v = z • v → z ∈ S) : M.trace ∈ S := by
  rw [Matrix.trace_eq_sum_roots_charpoly]
  refine multiset_sum_mem _ fun z hz => ?_
  -- a root of the characteristic polynomial has an eigenvector
  have hdet : (Matrix.scalar ι z - M).det = 0 := by
    rw [← Matrix.eval_charpoly]
    exact (Polynomial.mem_roots'.1 hz).2
  obtain ⟨v, hv, hM⟩ := Matrix.exists_mulVec_eq_zero_iff.2 hdet
  refine h z v hv ?_
  rw [Matrix.sub_mulVec, sub_eq_zero] at hM
  rw [← hM]
  ext i
  simp [Matrix.scalar_apply, Matrix.mulVec_diagonal]

/-- The trace of a matrix of finite order is an algebraic integer. -/
theorem trace_isIntegral {n : ℕ} (hn : 0 < n) (A : Matrix ι ι ℂ) (hA : A ^ n = 1) :
    IsIntegral ℤ A.trace := by
  refine trace_mem_of_eigenvalues_mem A (integralClosure ℤ ℂ).toSubring ?_
  intro z v hv h
  have hpow : ∀ k : ℕ, A ^ k *ᵥ v = z ^ k • v := by
    intro k
    induction k with
    | zero => simp
    | succ k ih =>
      rw [pow_succ, ← Matrix.mulVec_mulVec, h, Matrix.mulVec_smul, ih, smul_smul, pow_succ' z]
  -- the eigenvalue is a root of unity
  have hz : z ^ n = 1 := smul_left_injective ℂ hv (show z ^ n • v = (1 : ℂ) • v by
    rw [← hpow n, hA, Matrix.one_mulVec, one_smul])
  have hint : IsIntegral ℤ z := IsIntegral.of_pow hn (by rw [hz]; exact isIntegral_one)
  exact hint

/-- If `A ^ n = 1`, the traces of the powers of `A` over one full period add up to an integer. -/
theorem period_sum_mem {n : ℕ} (A : Matrix ι ι ℂ) (hA : A ^ n = 1) :
    ∑ k ∈ range n, (A ^ k).trace ∈ integers := by
  rw [← Matrix.trace_sum]
  obtain ⟨S, hS⟩ : ∃ S, S = ∑ k ∈ range n, A ^ k := ⟨_, rfl⟩
  rw [← hS]
  -- the period sum absorbs A, hence S * S = n S
  have hAS : A * S = S := by
    have h := mul_neg_geom_sum A n
    rw [← hS, hA, sub_self, sub_mul, one_mul, sub_eq_zero] at h
    exact h.symm
  have hpow : ∀ i : ℕ, A ^ i * S = S := by
    intro i
    induction i with
    | zero => simp
    | succ i ih => rw [pow_succ, mul_assoc, hAS, ih]
  have hSS : S * S = (n : ℂ) • S := by
    calc S * S = (∑ k ∈ range n, A ^ k) * S := by rw [← hS]
      _ = (n : ℂ) • S := by
        rw [Finset.sum_mul, Finset.sum_congr rfl (fun i _ => hpow i), Finset.sum_const,
          Finset.card_range, Nat.cast_smul_eq_nsmul]
  refine trace_mem_of_eigenvalues_mem S integers fun z v hv h => ?_
  have hz : z * z = n * z := smul_left_injective ℂ hv (show (z * z) • v = ((n : ℂ) * z) • v by
    calc (z * z) • v = (S * S) *ᵥ v := by
          rw [← Matrix.mulVec_mulVec, h, Matrix.mulVec_smul, h, smul_smul]
      _ = ((n : ℂ) * z) • v := by rw [hSS, Matrix.smul_mulVec, h, smul_smul])
  rcases eq_or_ne z 0 with h0 | h0
  · rw [h0]
    exact zero_mem _
  · rw [mul_right_cancel₀ h0 hz]
    exact natCast_mem _ n

/-- Exponents below `d * m` whose gcd with `d * m` is `d` are the multiples `d * j`
with `j < m` coprime to `m`, for `d > 0`; sums are reindexed accordingly. -/
theorem sum_gcd_eq {d m : ℕ} (hd : 0 < d) (f : ℕ → ℂ) :
    ∑ k ∈ range (d * m) with (d * m).gcd k = d, f k =
      ∑ j ∈ range m with m.gcd j = 1, f (d * j) := by
  symm
  refine Finset.sum_bij (fun j _ => d * j) ?_ ?_ ?_ ?_
  · intro j hj
    obtain ⟨h1, h2⟩ := Finset.mem_filter.1 hj
    refine Finset.mem_filter.2 ⟨Finset.mem_range.2 ?_, ?_⟩
    · exact Nat.mul_lt_mul_of_pos_left (Finset.mem_range.1 h1) hd
    · rw [Nat.gcd_mul_left, h2, mul_one]
  · intro a _ b _ hab
    exact Nat.eq_of_mul_eq_mul_left hd hab
  · intro k hk
    obtain ⟨h1, h2⟩ := Finset.mem_filter.1 hk
    obtain ⟨j, rfl⟩ : d ∣ k := by
      have h := Nat.gcd_dvd_right (d * m) k
      rwa [h2] at h
    refine ⟨j, Finset.mem_filter.2 ⟨Finset.mem_range.2 ?_, ?_⟩, rfl⟩
    · exact lt_of_mul_lt_mul_left (Finset.mem_range.1 h1) (Nat.zero_le d)
    · refine Nat.eq_of_mul_eq_mul_left hd ?_
      rw [← Nat.gcd_mul_left, mul_one]
      exact h2
  · intro j _
    rfl

/-- If `A ^ n = 1` with `n > 0`, the traces of the powers `A ^ k` with `k < n` coprime to `n`
add up to an integer. -/
theorem coprime_sum_mem (n : ℕ) (hn : 0 < n) (A : Matrix ι ι ℂ) (hA : A ^ n = 1) :
    ∑ k ∈ range n with n.gcd k = 1, (A ^ k).trace ∈ integers := by
  induction n using Nat.strong_induction_on generalizing A with
  | _ n ih =>
    -- sort the exponents of a full period by their gcd with n
    have hsplit : ∑ d ∈ n.divisors, ∑ k ∈ range n with n.gcd k = d, (A ^ k).trace =
        ∑ k ∈ range n, (A ^ k).trace :=
      Finset.sum_fiberwise_of_maps_to
        (fun k _ => Nat.mem_divisors.2 ⟨Nat.gcd_dvd_left n k, hn.ne'⟩) _
    rw [← Finset.add_sum_erase _ _ (Nat.one_mem_divisors.2 hn.ne')] at hsplit
    rw [eq_sub_of_add_eq hsplit]
    refine sub_mem (period_sum_mem A hA) (sum_mem fun d hd => ?_)
    obtain ⟨hd1, hd⟩ := Finset.mem_erase.1 hd
    obtain ⟨m, hm⟩ := Nat.dvd_of_mem_divisors hd
    subst hm
    have hd0 : 0 < d := Nat.pos_of_ne_zero (by rintro rfl; simp at hn)
    have hm0 : 0 < m := Nat.pos_of_ne_zero (by rintro rfl; simp at hn)
    have hd2 : 2 ≤ d := by omega
    -- each remaining class is a coprime sum for A ^ d, of smaller period
    rw [sum_gcd_eq hd0 (fun k => (A ^ k).trace)]
    have h := ih m (by nlinarith) hm0 (A ^ d) (by rw [← pow_mul]; exact hA)
    simpa only [← pow_mul] using h

/-- If `A ^ n = 1` with `n > 0`, and `A ^ k` has the same trace as `A` for every `k`
coprime to `n`, then the trace of `A` is an integer. -/
theorem trace_integer {n : ℕ} (hn : 0 < n) (A : Matrix ι ι ℂ) (hA : A ^ n = 1)
    (htr : ∀ k : ℕ, k.Coprime n → (A ^ k).trace = A.trace) : ∃ m : ℤ, A.trace = m := by
  -- a positive multiple of the trace is an integer
  obtain ⟨c, hc, m, hm⟩ : ∃ c : ℕ, 0 < c ∧ (c : ℂ) * A.trace ∈ integers := by
    have hsum := coprime_sum_mem n hn A hA
    rw [Finset.sum_congr rfl (fun k hk => htr k (Nat.Coprime.symm (Finset.mem_filter.1 hk).2)),
      Finset.sum_const, nsmul_eq_mul] at hsum
    refine ⟨_, Finset.card_pos.2 ⟨1 % n, Finset.mem_filter.2
      ⟨Finset.mem_range.2 (Nat.mod_lt _ hn), ?_⟩⟩, hsum⟩
    exact (Nat.gcd_comm _ _).trans ((Nat.gcd_rec n 1).symm.trans (Nat.gcd_one_right n))
  have hc' : (c : ℂ) ≠ 0 := Nat.cast_ne_zero.2 hc.ne'
  have hq : A.trace = algebraMap ℚ ℂ ((m : ℚ) / c) := by
    rw [map_div₀, map_intCast, map_natCast, eq_div_iff hc', mul_comm]
    exact hm.symm
  -- a rational algebraic integer is an integer
  have hint := trace_isIntegral hn A hA
  rw [hq] at hint
  obtain ⟨y, hy⟩ := IsIntegrallyClosed.isIntegral_iff.1
    ((isIntegral_algebraMap_iff (algebraMap ℚ ℂ).injective).1 hint)
  exact ⟨y, by rw [hq, ← hy]; simp⟩

/-- If `g ^ n = 1` with `n > 0`, and the operation `g` is conjugate to `g ^ k` for every `k`
coprime to `n`, then its character in every complex matrix representation is an integer. -/
theorem character_integer {G : Type*} [Group G] (ρ : G →* Matrix ι ι ℂ) {n : ℕ} (hn : 0 < n)
    (g : G) (hg : g ^ n = 1) (hconj : ∀ k : ℕ, k.Coprime n → IsConj g (g ^ k)) :
    ∃ m : ℤ, (ρ g).trace = m := by
  refine trace_integer hn (ρ g) (by rw [← map_pow ρ, hg, map_one]) fun k hk => ?_
  obtain ⟨c, hc⟩ := isConj_iff.1 (hconj k hk)
  rw [← map_pow ρ, ← hc, map_mul, map_mul, Matrix.trace_mul_comm, ← mul_assoc, ← map_mul ρ,
    inv_mul_cancel, map_one, one_mul]

/-- If `g ^ n = 1` with `n` equal to 3, 4 or 6, and the operation `g` is conjugate to its
inverse, then its character in every complex matrix representation is an integer. -/
theorem crystallographic_character_integer {G : Type*} [Group G] (ρ : G →* Matrix ι ι ℂ)
    {n : ℕ} (hn : n = 3 ∨ n = 4 ∨ n = 6) (g : G) (hg : g ^ n = 1) (hinv : IsConj g g⁻¹) :
    ∃ m : ℤ, (ρ g).trace = m := by
  have hn0 : 0 < n := by omega
  -- the only residues coprime to n are 1 and n - 1
  have key : ∀ r < n, r.gcd n = 1 → r = 1 ∨ r = n - 1 := by
    intro r hr h
    rcases hn with rfl | rfl | rfl <;> interval_cases r <;> revert h <;> norm_num
  refine character_integer ρ hn0 g hg fun k hk => ?_
  have hr : (k % n).gcd n = 1 := (Nat.gcd_rec n k).symm.trans hk.symm
  rw [pow_eq_pow_mod k hg]
  rcases key _ (Nat.mod_lt k hn0) hr with h | h
  · rw [h, pow_one]
  · rw [h, eq_inv_of_mul_eq_one_left ((pow_sub_one_mul hn0.ne' g).trans hg)]
    exact hinv

/-- The threefold rotation of the plane, written in a hexagonal lattice basis. -/
def threefold : Matrix (Fin 2) (Fin 2) ℂ := !![0, -1; 1, -1]

/-- The threefold rotation has cube one, and its powers with exponent coprime to 3 all have
the same trace as the rotation itself. -/
theorem trace_integer_witness : threefold ^ 3 = 1 ∧
    ∀ k : ℕ, k.Coprime 3 → (threefold ^ k).trace = threefold.trace := by
  have h3 : threefold ^ 3 = 1 := by
    rw [pow_succ, pow_two]
    ext i j
    fin_cases i <;> fin_cases j <;> simp [threefold, Matrix.mul_apply, Fin.sum_univ_two]
  refine ⟨h3, fun k hk => ?_⟩
  have h0 : k % 3 ≠ 0 := by
    intro h
    have hdvd := Nat.dvd_gcd (Nat.dvd_of_mod_eq_zero h) (dvd_refl 3)
    rw [Nat.Coprime.gcd_eq_one hk] at hdvd
    omega
  rw [pow_eq_pow_mod k h3]
  rcases (by omega : k % 3 = 1 ∨ k % 3 = 2) with h | h
  · rw [h, pow_one]
  · rw [h, pow_two]
    simp [threefold, Matrix.trace_fin_two]

end IntegerCharacters
```

```lean
#print axioms IntegerCharacters.trace_isIntegral
#print axioms IntegerCharacters.crystallographic_character_integer
```

```
'IntegerCharacters.trace_isIntegral' depends on axioms: [propext, Classical.choice, Quot.sound]
'IntegerCharacters.crystallographic_character_integer' depends on axioms: [propext, Classical.choice, Quot.sound]
```

## How the lemmas carry the argument

`trace_mem_of_eigenvalues_mem` is the first step of the derivation; its subring, $R$ above, is called `S` there. It writes the trace as the sum of the roots of the characteristic polynomial. At each root $z$ the determinant of $z-M$ vanishes, which yields a nonzero eigenvector, and the hypothesis on eigenvalues applies.

This lemma is used twice. In `trace_isIntegral` the subring consists of the algebraic integers. A short induction gives $A^kv=z^kv$, and `smul_left_injective` cancels the nonzero vector $v$ to leave $z^n=1$. In `period_sum_mem` the subring is `integers`, the ordinary integers inside $\mathbb C$, and `S` is now the period sum. The geometric sum identity `mul_neg_geom_sum` gives $AS=S$, and the case distinction at the end separates the eigenvalues $0$ and $n$.

`sum_gcd_eq` is the substitution $k=dj$. The tactic call to `Finset.sum_bij` leaves four obligations: the map lands in the right class, it is injective, it reaches every exponent in the class, and the summands agree.

`coprime_sum_mem` carries out the strong induction. The clause `generalizing A` is needed because the induction hypothesis is applied to $A^d$ and not to $A$. `Finset.sum_fiberwise_of_maps_to` sorts the exponents by their gcd with $n$, the class $d=1$ is split off, and the bound $d\ge2$ makes the period $m$ of each remaining class smaller than $n$.

In `trace_integer` the hypothesis `htr` turns the coprime sum into a multiple of the trace. The exponent `1 % n` shows that the multiple is positive, also for $n=1$, where this exponent is $0$. The last lines use `IsIntegrallyClosed.isIntegral_iff`, which replaces the argument with $p/q$.

`character_integer` obtains the trace condition from conjugacy through `Matrix.trace_mul_comm`. In `crystallographic_character_integer`, `interval_cases` runs through the remainders below $n$, and `norm_num` checks in each case that only $1$ and $n-1$ are coprime to $n$.

Finally, `trace_integer_witness` verifies that `threefold` satisfies the hypotheses of `trace_integer` with $n=3$. It reduces each exponent modulo 3 and compares the traces of the rotation and its square.
